# Anticommutation of creation operators and the Slater determinant as iterated creation

## Adding two electrons in either order

An ion with N electrons captures two more, one into a spin orbital φ and one into a spin orbital χ. In the idealised picture where the electrons already present do not relax, each capture is represented by a creation operation, which takes a function of N coordinates to a function of N + 1 coordinates in which the new orbital is evaluated at each coordinate in turn, with alternating sign. The two captures can be written down in either order, and the question is how the two resulting functions of N + 2 coordinates are related. The answer is that they differ by a sign, for every starting function, correlated or not. This is the creation–creation part of the fermionic operator algebra and one source of the phase factors in determinant-based electronic structure calculations, treated here as pointwise algebra of functions, with no inner product and no Hamiltonian.

## The claims

Let X be the set of one-particle coordinates (position and spin, for electrons) and R a commutative ring of values (ℝ or ℂ in physics). An orbital is a function φ from X to R. An N-particle function is any function F from X^N to R; no symmetry is assumed. Positions in a list are counted from 0. For a list x = (x₀, …, x_N), let x∖i be the list of N coordinates that remains when x_i is removed and the order of the others is kept. Creation in φ is defined by

    (φ ∧ F)(x₀, …, x_N) = Σ_{i=0}^{N} (−1)^i φ(x_i) F(x∖i).

Four statements are proved, for all N ≥ 0, all orbitals and all F. The first two concern a pair of creations:

    (A)  φ ∧ (χ ∧ F) = − χ ∧ (φ ∧ F)

    (B)  φ ∧ (φ ∧ F) = 0

For orbitals φ₀, …, φ_{N−1}, let S_N = φ₀ ∧ (φ₁ ∧ ⋯ (φ_{N−1} ∧ 1)), where 1 is the zero-particle function with value 1, and S₀ = 1. Then

    (C)  S_N(x₀, …, x_{N−1}) = det[φ_i(x_j)]

    (D)  φ_k ∧ S_N = 0 for every k with 0 ≤ k ≤ N − 1.

The wedge carries no normalisation. For R = ℂ the usual creation operator on an antisymmetric N-particle wave function is a†(φ)F = (N + 1)^(−1/2) φ ∧ F. Both sides of (A) then acquire the same factor ((N + 1)(N + 2))^(−1/2), and for orthonormal orbitals the normalised determinant is (N!)^(−1/2) S_N.

## Derivation by hand

Each term in the definition is linear in F, so for N-particle functions F, G and a constant c in R,

    φ ∧ (F − G) = φ ∧ F − φ ∧ G,    φ ∧ (cF) = c (φ ∧ F).

The second equation moves c past φ(x_i) and uses the commutativity of R.

For a function G of at least one coordinate and a point a of X, define the slice G_a by pinning the first coordinate, G_a(y) = G(a, y). Let F have N + 1 coordinates, so that φ ∧ F has N + 2, and evaluate it on the list (a, y₀, …, y_N). Position 0 holds a, and removing it leaves y = (y₀, …, y_N). Position i + 1 holds y_i, and removing it leaves (a, y∖i), with a still in front. Hence

    (φ ∧ F)(a, y) = φ(a) F(y) + Σ_{i=0}^{N} (−1)^(i+1) φ(y_i) F(a, y∖i).

The sum is minus the creation formula applied to F_a, which gives the recursion

    (R1)  (φ ∧ F)_a = φ(a) F − φ ∧ F_a.

Apply (R1) to the outer creation in φ ∧ (χ ∧ F), then to the inner one, and use linearity:

    (φ ∧ (χ ∧ F))_a = φ(a) χ ∧ F − φ ∧ ((χ ∧ F)_a)
                    = φ(a) χ ∧ F − φ ∧ (χ(a) F − χ ∧ F_a),

so that

    (R2)  (φ ∧ (χ ∧ F))_a = φ(a) χ ∧ F − χ(a) φ ∧ F + φ ∧ (χ ∧ F_a).

Both recursions need F to have a first coordinate, so the zero-particle case is computed directly. A zero-particle function is a constant c. One creation gives (χ ∧ c)(z) = χ(z) c for a single coordinate z, and a second gives

    (V)  (φ ∧ (χ ∧ c))(x₀, x₁) = (φ(x₀) χ(x₁) − φ(x₁) χ(x₀)) c.

Statement (A) follows by induction on the particle number of F. For N = 0, exchanging φ and χ in (V) reverses the sign of the bracket. Suppose (A) holds for all N-particle functions and let F have N + 1 coordinates. Exchanging φ and χ in (R2) gives

    (χ ∧ (φ ∧ F))_a = χ(a) φ ∧ F − φ(a) χ ∧ F + χ ∧ (φ ∧ F_a).

When this is added to (R2), the terms with the prefactors φ(a) and χ(a) cancel, and what remains is φ ∧ (χ ∧ F_a) + χ ∧ (φ ∧ F_a). This is zero by the induction hypothesis, because F_a has N coordinates. So the two sides of (A) have the same slice at every a, and two functions whose slices all agree are equal, since every list is a first entry followed by the rest.

Statement (B) follows in the same way. Setting χ = φ makes the bracket in (V) vanish, and it reduces (R2) to (φ ∧ (φ ∧ F))_a = φ ∧ (φ ∧ F_a), which is zero by induction.

For (C), the case N = 0 reads 1 = 1, the determinant of the empty matrix being 1. For N + 1 orbitals let M be the matrix with entries M_{ij} = φ_i(x_j), rows labelled by orbitals and columns by coordinates. Laplace expansion along row 0 is

    det M = Σ_{j=0}^{N} (−1)^j φ₀(x_j) det M^(j),

where M^(j) is M without row 0 and column j. This minor is the matrix of the orbitals φ₁, …, φ_N on the coordinates x∖j. Let S′ = φ₁ ∧ (⋯ (φ_N ∧ 1)). By induction det M^(j) = S′(x∖j), and the expansion is then the definition of φ₀ ∧ S′ = S_{N+1}.

For (D), induct on the length of the list; an empty list has no index k and there is nothing to prove. With S_{N+1} = φ₀ ∧ S′ there are two cases. If k = 0, then φ₀ ∧ (φ₀ ∧ S′) = 0 by (B). If k ≥ 1, then (A) gives φ_k ∧ (φ₀ ∧ S′) = − φ₀ ∧ (φ_k ∧ S′). The orbital φ_k belongs to the shorter list, so φ_k ∧ S′ = 0 by induction, and creation on the zero function gives zero.

## Two easy mistakes

It is tempting to expand the double creation as a sum over pairs i ≠ j of (−1)^(i+j) φ(x_i) χ(x_j) times F on the list with both coordinates removed. That sign is symmetric in i and j and would make the operators commute: for N = 0 it gives −(φ(x₀) χ(x₁) + φ(x₁) χ(x₀)) c, in conflict with (V). The inner sign counts the position of x_j in the shortened list x∖i, which is j for j < i but j − 1 for j > i. The correct sign is (−1)^(i+j) in the first case and (−1)^(i+j−1) in the second, and it is reversed when i and j are exchanged. The recursion (R1) handles this shift one position at a time.

The second mistake is to read (B) off (A) by direct substitution when R is an arbitrary commutative ring. Setting χ = φ in (A) yields only 2 φ ∧ (φ ∧ F) = 0. Over ℝ or ℂ the factor 2 can be divided out, but in a ring where 1 + 1 = 0 this equation carries no information. Statement (B) therefore has its own induction.

## The formal development

The coordinates form an arbitrary type `X`, with no finiteness, measure or topology, and `[CommRing R]` makes the values a commutative ring.

```lean
import Mathlib

open Matrix

namespace CreationOperators

variable {X R : Type*} [CommRing R]
```

A list of N coordinates is a function `Fin N → X` on the indices 0, …, N − 1, so an N-particle function has type `(Fin N → X) → R`. The map `i.succAbove` sends j to j when j < i and to j + 1 otherwise; it runs through all positions except i in increasing order, and `fun j => x (i.succAbove j)` is the list x∖i. The types record that `wedge φ F` has one coordinate more than F. The definition fixes the sign convention: the term with φ at x₀ is positive, so the newest orbital stands first.

```lean
/-- Creation of a particle in orbital `φ`:
`(φ ∧ F)(x₀, …, x_N) = ∑ i, (-1)^i φ(x_i) F(x with x_i removed)`. -/
def wedge {N : ℕ} (φ : X → R) (F : (Fin N → X) → R) : (Fin (N + 1) → X) → R :=
  fun x => ∑ i : Fin (N + 1), (-1 : R) ^ (i : ℕ) * φ (x i) * F (fun j => x (i.succAbove j))
```

The slice G_a is `fixFirst a` applied to the function, and `vecCons a y` is the list (a, y). The argument must have `N + 1` coordinates, as in the derivation.

```lean
/-- The `N`-particle function obtained from an `(N+1)`-particle function by pinning the
first coordinate at `a`. -/
def fixFirst {N : ℕ} (a : X) (F : (Fin (N + 1) → X) → R) : (Fin N → X) → R :=
  fun y => F (vecCons a y)
```

The function S_N is defined by recursion on the number of orbitals. The family `φ : Fin N → X → R` lists φ₀, …, φ_{N−1}, and `fun i => φ i.succ` is the list with its first member dropped, so the inner call is S′. The orbitals are arbitrary; neither orthogonality nor linear independence is assumed.

```lean
/-- The `N`-particle function `φ₀ ∧ (φ₁ ∧ ⋯ (φ_{N-1} ∧ 1))` built by successive creation
on the zero-particle function `1`. -/
def slater : (N : ℕ) → (Fin N → X → R) → (Fin N → X) → R
  | 0, _ => fun _ => 1
  | n + 1, φ => wedge (φ 0) (slater n fun i => φ i.succ)
```

The two linearity rules are proved at a fixed list x. For differences the sum is split into two sums. For scalar multiples the constant is taken inside the sum and the terms are compared one by one, with `ring` commuting c past the sign and the orbital value.

```lean
/-- Creation respects differences of many-particle functions. -/
theorem wedge_sub {N : ℕ} (φ : X → R) (F G : (Fin N → X) → R) :
    wedge φ (F - G) = wedge φ F - wedge φ G := by
  funext x
  simp only [wedge, Pi.sub_apply, mul_sub, Finset.sum_sub_distrib]

/-- Creation respects scalar multiples of many-particle functions. -/
theorem wedge_smul {N : ℕ} (φ : X → R) (c : R) (F : (Fin N → X) → R) :
    wedge φ (c • F) = c • wedge φ F := by
  funext x
  simp only [wedge, Pi.smul_apply, smul_eq_mul, Finset.mul_sum]
  exact Finset.sum_congr rfl fun i _ => by ring
```

The lemma `fixFirst_wedge` is (R1). Its step `h` states that removing position `i.succ`, that is i + 1, from (a, y) gives (a, y∖i); `Fin.cases` checks this for the first entry and for the later ones. The step `key` is the displayed formula before (R1). There `Fin.sum_univ_succ` separates the term at position 0 from the rest, and `pow_succ` writes (−1)^(i+1) as (−1)^i times −1. The last line pulls the common minus sign out of the sum.

```lean
/-- Pinning the first coordinate at `a` after creating `φ` gives `φ(a) F` minus the result
of creating `φ` after pinning. -/
theorem fixFirst_wedge {N : ℕ} (a : X) (φ : X → R) (F : (Fin (N + 1) → X) → R) :
    fixFirst a (wedge φ F) = φ a • F - wedge φ (fixFirst a F) := by
  funext y
  -- removing a later coordinate leaves the pinned one in first place
  have h : ∀ i : Fin (N + 1), (fun j => vecCons a y (i.succ.succAbove j))
      = vecCons a (fun j => y (i.succAbove j)) := by
    intro i
    funext j
    refine Fin.cases ?_ (fun k => ?_) j
    · simp
    · simp
  -- split off the term i = 0; the remaining terms carry one extra sign
  have key : wedge φ F (vecCons a y) = φ a * F y + ∑ i : Fin (N + 1),
      -((-1 : R) ^ (i : ℕ) * φ (y i) * F (vecCons a (fun j => y (i.succAbove j)))) := by
    simp only [wedge]
    refine (Fin.sum_univ_succ _).trans ?_
    congr 1
    · simp
    · refine Finset.sum_congr rfl fun i _ => ?_
      rw [h i, Fin.val_succ, pow_succ, Matrix.cons_val_succ]
      ring
  show wedge φ F (vecCons a y) = φ a * F y - ∑ i : Fin (N + 1),
      (-1 : R) ^ (i : ℕ) * φ (y i) * F (vecCons a (fun j => y (i.succAbove j)))
  rw [key, Finset.sum_neg_distrib, sub_eq_add_neg]
```

The proof of (R2) is the two-line computation above: (R1) for φ, (R1) for χ, then `wedge_sub` and `wedge_smul`. The closing `abel` removes the brackets in an expression of the form A − (B − C) = A − B + C.

```lean
/-- Pinning the first coordinate at `a` after creating `χ` and then `φ` gives
`φ(a) χ ∧ F - χ(a) φ ∧ F` plus the double creation on the pinned `F`. -/
theorem fixFirst_wedge_wedge {N : ℕ} (a : X) (φ χ : X → R) (F : (Fin (N + 1) → X) → R) :
    fixFirst a (wedge φ (wedge χ F))
      = φ a • wedge χ F - χ a • wedge φ F + wedge φ (wedge χ (fixFirst a F)) := by
  rw [fixFirst_wedge a φ, fixFirst_wedge a χ, wedge_sub, wedge_smul]
  abel
```

That slices determine a function is `ext_fixFirst`. A list x is split into `vecHead x` and `vecTail x`, the hypothesis is applied with a equal to the head and evaluated at the tail, and `Matrix.cons_head_tail` reassembles x.

```lean
omit [CommRing R] in
/-- Two many-particle functions that agree for every pinned value of the first coordinate
are equal. -/
theorem ext_fixFirst {N : ℕ} {F G : (Fin (N + 1) → X) → R}
    (h : ∀ a, fixFirst a F = fixFirst a G) : F = G := by
  funext x
  have e := congrFun (h (vecHead x)) (vecTail x)
  simpa only [fixFirst, Matrix.cons_head_tail] using e
```

Formula (V) comes next. The step `h` writes out the two terms of the outer sum, each containing the single term of the inner sum, with all signs still explicit, and `ring` collects them.

```lean
/-- Creating `χ` and then `φ` on the zero-particle function `c` gives
`(φ(x₀) χ(x₁) - φ(x₁) χ(x₀)) c`. -/
theorem wedge_wedge_vacuum (φ χ : X → R) (c : R) (x : Fin 2 → X) :
    wedge φ (wedge χ (fun _ : Fin 0 → X => c)) x
      = (φ (x 0) * χ (x 1) - φ (x 1) * χ (x 0)) * c := by
  have h : wedge φ (wedge χ (fun _ : Fin 0 → X => c)) x
      = (-1 : R) ^ 0 * φ (x 0) * ((-1 : R) ^ 0 * χ (x 1) * c)
        + (-1 : R) ^ 1 * φ (x 1) * ((-1 : R) ^ 0 * χ (x 0) * c) := by
    simp only [wedge, Fin.sum_univ_succ, Fin.sum_univ_zero, add_zero]
    all_goals rfl
  rw [h]
  ring
```

The main theorem says that for every particle number `N`, all orbitals `φ χ : X → R` and every `F`, the functions `wedge φ (wedge χ F)` and `-wedge χ (wedge φ F)` of N + 2 coordinates are equal at every point. There is no hypothesis on F. In the case `zero`, F is replaced by the constant function with value `F Fin.elim0`, its value on the empty list, and (V) is used in both orders. In the case `succ`, `ext_fixFirst` reduces the claim to a slice at a, `hneg` takes the minus sign out of the slice, (R2) is applied in both orders, and `ih (fixFirst a F)` is the induction hypothesis for F_a. The hypothesis `ih` ranges over all functions with one particle fewer, which is what allows it to be used on the slice. The cancellation of the boundary terms is left to `abel`.

```lean
/-- Creation operators anticommute: `φ ∧ (χ ∧ F) = - χ ∧ (φ ∧ F)` for every `N`-particle
function `F`. -/
theorem wedge_anticomm {N : ℕ} (φ χ : X → R) (F : (Fin N → X) → R) :
    wedge φ (wedge χ F) = -wedge χ (wedge φ F) := by
  induction N with
  | zero =>
    -- a zero-particle function is a constant
    obtain ⟨c, rfl⟩ : ∃ c, F = fun _ => c :=
      ⟨F Fin.elim0, funext fun y => congrArg F (funext fun j => j.elim0)⟩
    funext x
    rw [Pi.neg_apply, wedge_wedge_vacuum φ χ, wedge_wedge_vacuum χ φ]
    ring
  | succ n ih =>
    -- pin the first coordinate on both sides and use the case with one particle fewer
    refine ext_fixFirst fun a => ?_
    have hneg : fixFirst a (-wedge χ (wedge φ F)) = -fixFirst a (wedge χ (wedge φ F)) := rfl
    rw [hneg, fixFirst_wedge_wedge a φ χ, fixFirst_wedge_wedge a χ φ, ih (fixFirst a F)]
    abel
```

Statement (B) has the same two cases. After (R2) with both orbitals equal to φ and the induction hypothesis, `sub_self` cancels φ(a) φ ∧ F against itself, and no multiple of 2 appears.

```lean
/-- Creating the same orbital twice gives zero: `φ ∧ (φ ∧ F) = 0` over any commutative
ring. -/
theorem wedge_self {N : ℕ} (φ : X → R) (F : (Fin N → X) → R) :
    wedge φ (wedge φ F) = 0 := by
  induction N with
  | zero =>
    obtain ⟨c, rfl⟩ : ∃ c, F = fun _ => c :=
      ⟨F Fin.elim0, funext fun y => congrArg F (funext fun j => j.elim0)⟩
    funext x
    rw [wedge_wedge_vacuum φ φ, Pi.zero_apply]
    ring
  | succ n ih =>
    -- the two boundary terms cancel, so no division by two is needed
    refine ext_fixFirst fun a => ?_
    have hz : fixFirst a (0 : (Fin (n + 1 + 1 + 1) → X) → R) = 0 := rfl
    rw [hz, fixFirst_wedge_wedge a φ φ, ih (fixFirst a F), sub_self, add_zero]
```

In (C) the matrix `Matrix.of fun i j => φ i (x j)` has orbitals along rows and coordinates along columns. Mathlib's `Matrix.det_succ_row_zero` is the Laplace expansion along row 0, and its minors are formed with the same `succAbove` that appears in `wedge`. The two sums are therefore compared term by term: `ih` turns S′(x∖j) into a determinant, and the final `rfl` confirms that this determinant and the minor det M^(j) are the same expression once definitions are unfolded.

```lean
/-- Successive creation of `φ_{N-1}, …, φ₀` on `1` gives the unnormalised Slater
determinant `det [φ_i(x_j)]`. -/
theorem slater_eq_det (N : ℕ) (φ : Fin N → X → R) (x : Fin N → X) :
    slater N φ x = (Matrix.of fun i j => φ i (x j)).det := by
  induction N with
  | zero => simp [slater]
  | succ n ih =>
    -- Laplace expansion along the first row
    rw [Matrix.det_succ_row_zero]
    show wedge (φ 0) (slater n fun i => φ i.succ) x = _
    simp only [wedge]
    refine Finset.sum_congr rfl fun j _ => ?_
    rw [ih]
    rfl
```

Statement (D) is last. For an empty list `k.elim0` expresses that no index exists. Otherwise `Fin.cases` separates k = 0, closed by `wedge_self`, from k = m + 1, written `m.succ`. In the second case `h` is the induction hypothesis for the shorter list at index m, `wedge_anticomm` exchanges the two outer creations, and the remaining goal is that minus the creation of φ₀ on the zero function vanishes.

```lean
/-- Creating any one of the orbitals `φ_k` on `φ₀ ∧ ⋯ ∧ φ_{N-1} ∧ 1` gives zero. -/
theorem wedge_slater_occupied (N : ℕ) (φ : Fin N → X → R) (k : Fin N) :
    wedge (φ k) (slater N φ) = 0 := by
  induction N with
  | zero => exact k.elim0
  | succ n ih =>
    show wedge (φ k) (wedge (φ 0) (slater n fun i => φ i.succ)) = 0
    refine Fin.cases ?_ (fun m => ?_) k
    · exact wedge_self _ _
    · -- move the new operator past the first one
      have h : wedge (φ m.succ) (slater n fun i => φ i.succ) = 0 :=
        ih (fun i => φ i.succ) m
      rw [wedge_anticomm (φ m.succ) (φ 0), h]
      funext x
      simp [wedge]

end CreationOperators
```

```lean
#print axioms CreationOperators.slater_eq_det
#print axioms CreationOperators.wedge_slater_occupied
```

```
'CreationOperators.slater_eq_det' depends on axioms: [propext, Classical.choice, Quot.sound]
'CreationOperators.wedge_slater_occupied' depends on axioms: [propext, Classical.choice, Quot.sound]
```

## Reach of the statements

Theorem (A) is one of the canonical anticommutation relations, the one between two creation operators. The relation {a(χ), a†(φ)} = ⟨χ|φ⟩ with the annihilation operator a(χ) involves an inner product and an adjoint, and neither is defined here. The nearest statement is (R1), which can be rearranged to (φ ∧ F)_a + φ ∧ F_a = φ(a) F and has the shape of the mixed relation for removal of a particle at the point a, on functions of at least one coordinate.

Anticommutation of the operators is a different property from antisymmetry in the coordinates. Since F is arbitrary, φ ∧ F need not be antisymmetric: for the two-particle function F = 1 it equals φ(x₀) − φ(x₁) + φ(x₂), which is unchanged when x₀ and x₂ are exchanged. No theorem above says that creation preserves antisymmetry of a general F; for S_N the antisymmetry is that of the determinant in (C). Statement (D) is the exclusion principle in a narrow form: it covers an orbital that is itself a member of the list, while linear combinations of the listed orbitals, and the question of when S_N is nonzero, are not treated.

## The sign in a determinant code

A determinant-based configuration-interaction program fixes an order of its orbital basis and stores a determinant as the set of occupied orbitals, often as a bit string, understood, in one common convention, as the product of creations written in increasing order from left to right, so that the highest orbital is created first. Creating an orbital then means placing it in front and moving it to its place in the order. For a basis φ₀, φ₁, φ₂, φ₃ with φ₀, φ₁, φ₃ occupied, creation in φ₂ gives

    φ₂ ∧ φ₀ ∧ φ₁ ∧ φ₃ ∧ 1 = − φ₀ ∧ φ₂ ∧ φ₁ ∧ φ₃ ∧ 1 = + φ₀ ∧ φ₁ ∧ φ₂ ∧ φ₃ ∧ 1,

with the wedges nested to the right. Each step is one use of (A); the second acts inside the creation of φ₀, and the sign is brought out by the scalar rule with c = −1. In general the phase is (−1)^m, where m is the number of occupied orbitals that precede the new one, obtained in code as the parity of the set bits below its position, and the result is zero if the bit is already set, as in (D). The counting rule (−1)^m follows from repeated use of (A) but is not itself among the Lean theorems. The recursion in `slater` is a definition and not a numerical method: evaluated literally it reaches the empty list N! times, whereas the determinant in (C) can, for R = ℝ or ℂ, be computed by elimination with a number of operations of order N³.
